# High tensor powers contain species in proportion to their dimension when only the identity acts as a scalar

Inversion turns every vector in space into its negative. A product of $k$ vectors is therefore even when $k$ is even and odd when $k$ is odd, so in a finite point group that contains inversion at least half of the symmetry species are missing from every power. An estimate that makes the multiplicity of each species among the $3^k$ product states proportional to its dimension fails here, however large $k$ becomes. The estimate needs a condition that excludes such elements.

Let $G$ be a finite group of order $|G|$, and let $\chi,\psi$ be complex functions on $G$ with $\chi(1)=n>0$. Write
$$\langle\psi,\varphi\rangle=\frac1{|G|}\sum_g\overline{\psi(g)}\,\varphi(g).$$
If $|\chi(g)|<n$ for every $g\neq1$, then
$$\langle\psi,(\chi/n)^k\rangle\to\overline{\psi(1)}/|G|\qquad(k\to\infty).$$
When $\chi$ is the character of an $n$-dimensional representation and $\psi$ that of an irreducible species of dimension $d$, $\langle\psi,\chi^k\rangle$ is the multiplicity of the species in the $k$-th tensor power. Divided by the total dimension $n^k$, it tends to $d/|G|$.

## The identity term survives

At $g=1$ the factor $(\chi(g)/n)^k$ equals 1 for every $k$. Separating this term gives
$$\langle\psi,(\chi/n)^k\rangle-\frac{\overline{\psi(1)}}{|G|}=\frac1{|G|}\sum_{g\ne1}\overline{\psi(g)}\Big(\frac{\chi(g)}n\Big)^k .$$
Each term on the right tends to zero, and there are finitely many. If $|\chi(g)|\le rn$ for all $g\neq1$, the modulus of the right side is at most $r^k|G|^{-1}\sum_{g\ne1}|\psi(g)|$.

The strict bound is also necessary if the limit is to hold for every $\psi$. Suppose $|\chi(z)|\ge n$ for some $z\ne1$, and let $\psi$ be 1 at $z$ and 0 elsewhere. The predicted limit is 0, but the overlap $|G|^{-1}(\chi(z)/n)^k$ has modulus at least $1/|G|$ for every $k$.

If the strict bound holds, then for two functions $\psi,\varphi$ with $\varphi(1)\neq0$, dividing the two limits cancels $n^k$ and $|G|$:
$$\frac{\langle\psi,\chi^k\rangle}{\langle\varphi,\chi^k\rangle}\to\frac{\overline{\psi(1)}}{\overline{\varphi(1)}}.$$

## Unitary matrices that are not scalar

Let $U$ be a unitary $n\times n$ matrix, $t=\operatorname{tr}U/n$ and $V=U-t\mathbf 1$. Then
$$V^\dagger V=\mathbf 1-tU^\dagger-\bar tU+|t|^2\mathbf 1,$$
$$\sum_{i,j}|V_{ij}|^2=\operatorname{tr}V^\dagger V=n-n|t|^2-n|t|^2+n|t|^2=n(1-|t|^2).$$
If $|t|\ge1$, the sum of squares is at most zero, so $V=0$ and $U=t\mathbf 1$. A unitary matrix that is not scalar therefore has $|\operatorname{tr}U|<n$.

The $k$-fold tensor power of a matrix $A$ has entries $\prod_iA_{a_ib_i}$, labelled by $k$-tuples $a,b$. Its trace is
$$\sum_a\prod_iA_{a_ia_i}=\Big(\sum_jA_{jj}\Big)^k=(\operatorname{tr}A)^k .$$
The limit thus applies to the tensor powers of any unitary representation in which only the identity acts as a scalar.

This bears on the sizes of symmetry blocks for $k$ distinguishable units, in the restricted case where a finite group acts on every unit by the same matrices and does not exchange the units. Symmetrised and antisymmetrised powers, as needed for identical particles, are not treated.

## Overlaps and tensor powers in Lean

```lean
import Mathlib

open Filter Topology Matrix ComplexConjugate

namespace TensorPowerAsymptotics

noncomputable section

variable {G : Type*} [Group G] [Fintype G]
variable {m : Type*} [Fintype m] [DecidableEq m]
```

The group `G` is finite, and `m` labels the basis states of one unit, so that $n$ becomes `Fintype.card m` for matrices.

```lean
/-- The character inner product `(1/|G|) ∑ conj(ψ(g)) φ(g)` of two functions on a finite group. -/
def charOverlap {G : Type*} [Fintype G] (ψ φ : G → ℂ) : ℂ :=
  (Fintype.card G : ℂ)⁻¹ * ∑ g, conj (ψ g) * φ g
```

This is $\langle\psi,\varphi\rangle$, conjugated in the first argument. It accepts arbitrary functions; reading it as a multiplicity relies on ordinary character theory, which the file does not develop.

```lean
/-- The `k`-fold Kronecker power of a matrix, with rows and columns labelled by `k`-tuples. -/
def tensorPower {m : Type*} (A : Matrix m m ℂ) (k : ℕ) : Matrix (Fin k → m) (Fin k → m) ℂ :=
  Matrix.of fun a b => ∏ i, A (a i) (b i)
```

Here `Fin k → m` is the type of $k$-tuples of basis labels. For $k=0$ there is one empty tuple, and the matrix is the number 1.

## The limit, its rate and its converse

```lean
/-- For `χ(1) = n > 0`, the overlap of `ψ` with `(χ/n) ^ k` minus `conj(ψ(1))/|G|` is `1/|G|` times
the sum of `conj(ψ(g)) (χ(g)/n) ^ k` over the non-identity elements. -/
theorem charOverlap_sub_limit [DecidableEq G] (χ ψ : G → ℂ) {n : ℝ} (hn : 0 < n)
    (h1 : χ 1 = n) (k : ℕ) :
    charOverlap ψ (fun g => (χ g / n) ^ k) - conj (ψ 1) / Fintype.card G =
      (Fintype.card G : ℂ)⁻¹ * ∑ g ∈ Finset.univ.erase (1 : G), conj (ψ g) * (χ g / n) ^ k := by
  have hn' : (n : ℂ) ≠ 0 := by exact_mod_cast hn.ne'
  have h := Finset.add_sum_erase Finset.univ
    (fun g => conj (ψ g) * (χ g / n) ^ k) (Finset.mem_univ (1 : G))
  simp only [h1, div_self hn', one_pow, mul_one] at h
  simp only [charOverlap]
  rw [← h]
  ring
```

`Finset.add_sum_erase` splits off the identity term, and `h1` turns its factor into 1.

```lean
/-- If `χ(1) = n > 0` and `|χ(g)| ≤ r n` for all `g ≠ 1`, the overlap of `ψ` with `(χ/n) ^ k`
differs from `conj(ψ(1))/|G|` by at most `r ^ k` times the sum of `|ψ(g)|` over `g ≠ 1`, divided by
the group order. -/
theorem charOverlap_error_bound [DecidableEq G] (χ ψ : G → ℂ) {n r : ℝ} (hn : 0 < n)
    (h1 : χ 1 = n) (hr : ∀ g, g ≠ 1 → ‖χ g‖ ≤ r * n) (k : ℕ) :
    ‖charOverlap ψ (fun g => (χ g / n) ^ k) - conj (ψ 1) / Fintype.card G‖ ≤
      r ^ k * ((Fintype.card G : ℝ)⁻¹ * ∑ g ∈ Finset.univ.erase (1 : G), ‖ψ g‖) := by
  rw [charOverlap_sub_limit χ ψ hn h1 k, norm_mul, norm_inv, Complex.norm_natCast]
  have hsum : ‖∑ g ∈ Finset.univ.erase (1 : G), conj (ψ g) * (χ g / n) ^ k‖ ≤
      ∑ g ∈ Finset.univ.erase (1 : G), ‖ψ g‖ * r ^ k := by
    refine (norm_sum_le _ _).trans (Finset.sum_le_sum fun g hg => ?_)
    have hq : ‖χ g / n‖ ≤ r := by
      rw [norm_div, Complex.norm_real, Real.norm_of_nonneg hn.le, div_le_iff₀ hn]
      exact hr g (Finset.ne_of_mem_erase hg)
    rw [norm_mul, norm_pow, RCLike.norm_conj]
    exact mul_le_mul_of_nonneg_left (pow_le_pow_left₀ (norm_nonneg _) hq k) (norm_nonneg _)
  refine (mul_le_mul_of_nonneg_left hsum (by positivity)).trans (le_of_eq ?_)
  rw [← Finset.sum_mul]
  ring
```

The triangle inequality is applied to the sum, and `pow_le_pow_left₀` raises $|\chi(g)/n|\le r$ to the $k$-th power. The estimate shows geometric decay when $0\le r<1$.

```lean
/-- If `χ(1) = n > 0` and `|χ(g)| < n` for every other element, the overlap of `ψ` with
`(χ/n) ^ k` tends to `conj(ψ(1))/|G|` as `k` grows. -/
theorem tendsto_charOverlap (χ ψ : G → ℂ) {n : ℝ} (hn : 0 < n) (h1 : χ 1 = n)
    (hlt : ∀ g, g ≠ 1 → ‖χ g‖ < n) :
    Tendsto (fun k : ℕ => charOverlap ψ (fun g => (χ g / n) ^ k)) atTop
      (𝓝 (conj (ψ 1) / Fintype.card G)) := by
  classical
  -- every non-identity term decays geometrically
  have hs : Tendsto (fun k : ℕ => ∑ g ∈ Finset.univ.erase (1 : G), conj (ψ g) * (χ g / n) ^ k)
      atTop (𝓝 (∑ g ∈ Finset.univ.erase (1 : G), (0 : ℂ))) := by
    refine tendsto_finsetSum _ fun g hg => ?_
    have hq : ‖χ g / n‖ < 1 := by
      rw [norm_div, Complex.norm_real, Real.norm_of_nonneg hn.le, div_lt_one hn]
      exact hlt g (Finset.ne_of_mem_erase hg)
    have h := (tendsto_pow_atTop_nhds_zero_of_norm_lt_one hq).const_mul (conj (ψ g))
    rwa [mul_zero] at h
  rw [Finset.sum_const_zero] at hs
  have h := hs.const_mul ((Fintype.card G : ℂ)⁻¹)
  rw [mul_zero] at h
  exact tendsto_sub_nhds_zero_iff.mp
    (h.congr fun k => (charOverlap_sub_limit χ ψ hn h1 k).symm)
```

`Tendsto … atTop (𝓝 …)` is the limit $k\to\infty$. Each non-identity term vanishes because its base has modulus below 1, and `tendsto_finsetSum` adds up the finitely many limits.

```lean
/-- For `χ(1) = n > 0`, the limit `conj(ψ(1))/|G|` is reached for every function `ψ` exactly when
`|χ(g)| < n` for all `g ≠ 1`. -/
theorem tendsto_charOverlap_iff (χ : G → ℂ) {n : ℝ} (hn : 0 < n) (h1 : χ 1 = n) :
    (∀ ψ : G → ℂ, Tendsto (fun k : ℕ => charOverlap ψ (fun g => (χ g / n) ^ k)) atTop
      (𝓝 (conj (ψ 1) / Fintype.card G))) ↔ ∀ g, g ≠ 1 → ‖χ g‖ < n := by
  classical
  refine ⟨fun h z hz => ?_, fun h ψ => tendsto_charOverlap χ ψ hn h1 h⟩
  by_contra hge
  have hq : 1 ≤ ‖χ z / n‖ := by
    rw [norm_div, Complex.norm_real, Real.norm_of_nonneg hn.le, le_div_iff₀ hn, one_mul]
    exact not_lt.mp hge
  -- test with the function concentrated on the offending element
  have hz' := h (Pi.single z (1 : ℂ))
  have hk : ∀ k : ℕ, charOverlap (Pi.single z (1 : ℂ)) (fun g => (χ g / n) ^ k) =
      (Fintype.card G : ℂ)⁻¹ * (χ z / n) ^ k := by
    intro k
    simp only [charOverlap]
    rw [Finset.sum_eq_single z]
    · simp
    · intro g _ hg
      simp [Pi.single_eq_of_ne hg]
    · simp
  rw [Pi.single_eq_of_ne (Ne.symm hz), map_zero, zero_div] at hz'
  have hl := (hz'.congr hk).norm
  rw [norm_zero] at hl
  have hle : (Fintype.card G : ℝ)⁻¹ ≤ 0 := by
    refine ge_of_tendsto' hl fun k => ?_
    rw [norm_mul, norm_inv, Complex.norm_natCast, norm_pow]
    exact le_mul_of_one_le_right (by positivity) (one_le_pow₀ hq)
  have hpos : 0 < (Fintype.card G : ℝ)⁻¹ := inv_pos.mpr (Nat.cast_pos.mpr Fintype.card_pos)
  linarith
```

The function concentrated on $z$ is `Pi.single z 1`. A limit of 0 would force $1/|G|\le0$, which contradicts the positive group order.

```lean
/-- Dividing `χ` by `n` divides its overlap at the `k`-th power by `n ^ k`. -/
theorem charOverlap_scale {G : Type*} [Fintype G] (χ ψ : G → ℂ) (n : ℝ) (k : ℕ) :
    charOverlap ψ (fun g => (χ g / n) ^ k) =
      charOverlap ψ (fun g => χ g ^ k) / (n : ℂ) ^ k := by
  simp only [charOverlap]
  rw [mul_div_assoc, Finset.sum_div]
  congr 1
  refine Finset.sum_congr rfl fun g _ => ?_
  rw [div_pow, mul_div_assoc]
```

This takes $n^k$ out of the sum, so that the theorem can be applied to unnormalised powers of $\chi$.

```lean
/-- If `χ(1) = n > 0`, `|χ(g)| < n` for all `g ≠ 1` and `φ(1) ≠ 0`, the ratio of the overlaps of `ψ`
and `φ` with `χ ^ k` tends, as `k` grows, to the ratio of the conjugates of their values at the
identity. -/
theorem tendsto_species_ratio (χ ψ φ : G → ℂ) {n : ℝ} (hn : 0 < n) (h1 : χ 1 = n)
    (hlt : ∀ g, g ≠ 1 → ‖χ g‖ < n) (hφ : φ 1 ≠ 0) :
    Tendsto (fun k : ℕ => charOverlap ψ (fun g => χ g ^ k) / charOverlap φ (fun g => χ g ^ k))
      atTop (𝓝 (conj (ψ 1) / conj (φ 1))) := by
  have hn' : (n : ℂ) ≠ 0 := by exact_mod_cast hn.ne'
  have hG : (Fintype.card G : ℂ) ≠ 0 := Nat.cast_ne_zero.mpr Fintype.card_ne_zero
  have h := (tendsto_charOverlap χ ψ hn h1 hlt).div (tendsto_charOverlap χ φ hn h1 hlt)
    (div_ne_zero ((map_ne_zero _).mpr hφ) hG)
  rw [div_div_div_cancel_right₀ hG] at h
  refine h.congr fun k => ?_
  simp only [Pi.div_apply, charOverlap_scale]
  rw [div_div_div_cancel_right₀ (pow_ne_zero k hn')]
```

The hypothesis `hφ` keeps the limiting denominator away from zero. At small $k$ the species $\varphi$ may be absent; Lean then assigns the quotient the value 0, which does not affect the limit.

## From unitary representations to tensor powers

```lean
/-- A unitary matrix that is not a multiple of the identity has a trace of modulus strictly
below its dimension. -/
theorem norm_trace_lt_of_not_scalar [Nonempty m] (U : Matrix m m ℂ) (hU : Uᴴ * U = 1)
    (hns : ∀ c : ℂ, U ≠ c • (1 : Matrix m m ℂ)) : ‖U.trace‖ < Fintype.card m := by
  by_contra hge
  have hN : (0 : ℝ) < Fintype.card m := Nat.cast_pos.mpr Fintype.card_pos
  have hN' : (Fintype.card m : ℂ) ≠ 0 := Nat.cast_ne_zero.mpr Fintype.card_ne_zero
  obtain ⟨t, ht⟩ : ∃ t : ℂ, t = U.trace / Fintype.card m := ⟨_, rfl⟩
  have hT : U.trace = t * Fintype.card m := by rw [ht, div_mul_cancel₀ _ hN']
  have ht1 : 1 ≤ ‖t‖ := by
    rw [ht, norm_div, Complex.norm_natCast, le_div_iff₀ hN, one_mul]
    exact not_lt.mp hge
  obtain ⟨V, hV⟩ : ∃ V : Matrix m m ℂ, V = U - t • (1 : Matrix m m ℂ) := ⟨_, rfl⟩
  -- squared Frobenius distance of U from its scalar part
  have e : Vᴴ * V = 1 - t • Uᴴ - star t • U + (star t * t) • (1 : Matrix m m ℂ) := by
    simp only [hV, conjTranspose_sub, conjTranspose_smul, conjTranspose_one, Matrix.sub_mul,
      Matrix.mul_sub, hU, Matrix.smul_mul, Matrix.mul_smul, Matrix.one_mul, Matrix.mul_one]
    module
  have hs : star t * t = (Complex.normSq t : ℂ) := Complex.normSq_eq_conj_mul_self.symm
  have htr : (Vᴴ * V).trace = (Fintype.card m : ℂ) * (1 - (Complex.normSq t : ℂ)) := by
    rw [e]
    simp only [trace_add, trace_sub, trace_smul, trace_one, trace_conjTranspose, smul_eq_mul,
      hT, star_mul', star_natCast]
    linear_combination (-(Fintype.card m : ℂ)) * hs
  have hsum : ((∑ j, ∑ i, Complex.normSq (V i j) : ℝ) : ℂ) = (Vᴴ * V).trace := by
    simp [Matrix.trace, Matrix.mul_apply, Complex.normSq_eq_conj_mul_self]
  have hS : ∑ j, ∑ i, Complex.normSq (V i j) = Fintype.card m * (1 - Complex.normSq t) := by
    rw [htr] at hsum
    exact_mod_cast hsum
  have hnn : ∀ j ∈ (Finset.univ : Finset m), 0 ≤ ∑ i, Complex.normSq (V i j) :=
    fun j _ => Finset.sum_nonneg fun i _ => Complex.normSq_nonneg _
  have hS0 : ∑ j, ∑ i, Complex.normSq (V i j) = 0 := by
    refine le_antisymm ?_ (Finset.sum_nonneg hnn)
    rw [hS, Complex.normSq_eq_norm_sq]
    exact mul_nonpos_of_nonneg_of_nonpos hN.le (by nlinarith)
  refine hns t (sub_eq_zero.mp ?_)
  rw [← hV]
  ext i j
  have hj := (Finset.sum_eq_zero_iff_of_nonneg hnn).mp hS0 j (Finset.mem_univ j)
  have hij := (Finset.sum_eq_zero_iff_of_nonneg
    (fun i _ => Complex.normSq_nonneg (V i j))).mp hj i (Finset.mem_univ i)
  exact Complex.normSq_eq_zero.mp hij
```

The proof assumes $|t|\ge1$. The equation `e` expands $V^\dagger V$, `htr` takes its trace, and `hsum` identifies that trace with the sum of squared moduli. Since the sum vanishes, so does every entry of $V$, against the hypothesis `hns`.

```lean
/-- The trace of the `k`-fold tensor power is the `k`-th power of the trace. -/
theorem trace_tensorPower {m : Type*} [Fintype m] (A : Matrix m m ℂ) (k : ℕ) :
    (tensorPower A k).trace = A.trace ^ k := by
  simp only [Matrix.trace, Matrix.diag_apply, tensorPower, Matrix.of_apply]
  exact (Fintype.sum_pow (fun i => A i i) k).symm
```

`Fintype.sum_pow` is the expansion of a power of a sum over $k$-tuples.

```lean
/-- For a unitary representation in which only the identity acts as a scalar, the overlap of `ψ`
with the character of the `k`-th tensor power, per dimension of that power, tends to
`conj(ψ(1))/|G|`. -/
theorem tendsto_tensorPower_species [Nonempty m] (D : G →* Matrix m m ℂ)
    (hD : ∀ g, (D g)ᴴ * D g = 1)
    (hns : ∀ g, g ≠ 1 → ∀ c : ℂ, D g ≠ c • (1 : Matrix m m ℂ)) (ψ : G → ℂ) :
    Tendsto (fun k : ℕ => charOverlap ψ (fun g => (tensorPower (D g) k).trace) /
      (Fintype.card m : ℂ) ^ k) atTop (𝓝 (conj (ψ 1) / Fintype.card G)) := by
  have hN : (0 : ℝ) < Fintype.card m := Nat.cast_pos.mpr Fintype.card_pos
  have h := tendsto_charOverlap (fun g => (D g).trace) ψ hN (by simp)
    (fun g hg => norm_trace_lt_of_not_scalar (D g) (hD g) (hns g hg))
  refine h.congr fun k => ?_
  rw [charOverlap_scale (fun g => (D g).trace) ψ]
  simp only [trace_tensorPower, Complex.ofReal_natCast]
```

A representation is a monoid homomorphism `D` with unitary values. The hypothesis `hns` says that no element except the identity multiplies all states by a common phase. It excludes inversion acting on vectors, and also the $2\pi$ rotation of a double group acting on spin one-half. In one dimension every matrix is scalar, so the hypothesis then leaves only the trivial group.

## A mirror in the plane

```lean
/-- The two-element group acting on the plane by a mirror reflection of the second axis. -/
def mirrorRep : ℤˣ →* Matrix (Fin 2) (Fin 2) ℂ where
  toFun u := !![1, 0; 0, ((u : ℤ) : ℂ)]
  map_one' := by
    ext i j
    fin_cases i <;> fin_cases j <;> simp
  map_mul' u v := by
    ext i j
    fin_cases i <;> fin_cases j <;> simp [Matrix.mul_apply, Fin.sum_univ_succ]
```

The group is $\{1,-1\}$, written `ℤˣ`, and $-1$ acts as $\operatorname{diag}(1,-1)$.

```lean
/-- The mirror representation is unitary, and only the identity acts as a scalar. -/
theorem mirrorRep_witness :
    (∀ u, (mirrorRep u)ᴴ * mirrorRep u = 1) ∧
      ∀ u, u ≠ 1 → ∀ c : ℂ, mirrorRep u ≠ c • (1 : Matrix (Fin 2) (Fin 2) ℂ) := by
  constructor
  · intro u
    rcases Int.units_eq_one_or u with rfl | rfl <;> ext i j <;> fin_cases i <;> fin_cases j <;>
      simp [mirrorRep, Matrix.mul_apply, Fin.sum_univ_succ]
  · intro u hu c h
    rcases Int.units_eq_one_or u with rfl | rfl
    · exact hu rfl
    · have h0 := congrFun (congrFun h 0) 0
      have h1 := congrFun (congrFun h 1) 1
      simp [mirrorRep] at h0 h1
      have h2 : (1 : ℂ) = -1 := by linear_combination h0 - h1
      norm_num at h2

end

end TensorPowerAsymptotics
```

Both hypotheses of the tensor-power theorem are verified. The reflection is not scalar, because its diagonal entries would require $1=-1$. Its trace is 0, so for $k\ge1$ the even and the odd species each occur $2^{k-1}$ times, and the limiting share $1/2$ is already exact.

```lean
#print axioms TensorPowerAsymptotics.charOverlap_error_bound
-- 'TensorPowerAsymptotics.charOverlap_error_bound' depends on axioms: [propext, Classical.choice, Quot.sound]
#print axioms TensorPowerAsymptotics.tendsto_charOverlap_iff
-- 'TensorPowerAsymptotics.tendsto_charOverlap_iff' depends on axioms: [propext, Classical.choice, Quot.sound]
#print axioms TensorPowerAsymptotics.tendsto_species_ratio
-- 'TensorPowerAsymptotics.tendsto_species_ratio' depends on axioms: [propext, Classical.choice, Quot.sound]
#print axioms TensorPowerAsymptotics.tendsto_tensorPower_species
-- 'TensorPowerAsymptotics.tendsto_tensorPower_species' depends on axioms: [propext, Classical.choice, Quot.sound]
```
